# The Chisholm identity and a six-term formula for the trace of g5 with six slashed vectors

Let g^0, …, g^3 be complex square matrices obeying the Clifford relation with metric (+,−,−,−), and set g5 = i g^0 g^1 g^2 g^3 and ε^{0123} = 1. Then, with s summed,

g^m g^n g^r = η^{mn} g^r + η^{nr} g^m − η^{mr} g^n − i ε^{smnr} g_s g5.

Write T(X) = Tr(g5 X) and (ab) for the Minkowski product. Inside T and Tr, a letter naming a vector means that vector slashed. For any six complex four-vectors,

T(abcdef) = (ab)T(cdef) − (ac)T(bdef) + (bc)T(adef) + (de)T(abcf) − (df)T(abce) + (ef)T(abcd).

Traces of this kind arise in tree-level QED when chirality projectors stand in a fermion line. The formula is purely four-dimensional and doesn't address continuation to other dimensions.

The matrices are indexed by an arbitrary finite type `ι`, so the familiar 4×4 case is included but not singled out.

In Lean 4 with Mathlib:

```lean
import Mathlib

open Complex (I)

namespace ChisholmTrace

noncomputable section

variable {ι : Type*} [Fintype ι] [DecidableEq ι] {g : Fin 4 → Matrix ι ι ℂ}
```

The metric is diagonal: η^{00} = 1, η^{11} = η^{22} = η^{33} = −1.

```lean
/-- The Minkowski metric with signature (+,-,-,-). -/
def eta (m n : Fin 4) : ℂ := if m = n then (if m = 0 then 1 else -1) else 0
```

The Levi-Civita symbol is a product of signs, one for each pair of its indices. A pair in increasing order gives 1, a reversed pair gives −1, and an equal pair gives 0.

```lean
/-- The sign of the ordering of two indices: 1 if increasing, -1 if decreasing, 0 if equal. -/
def ordSign (m n : Fin 4) : ℂ := if m < n then 1 else if n < m then -1 else 0
```

With all six pairs multiplied, ε^{0123} = 1 and every exchange of two indices changes the sign. The opposite convention for ε would flip the last term of the Chisholm identity but leave the six-term formula as it is.

```lean
/-- The Levi-Civita symbol with upper indices, normalised to 1 on 0123. -/
def eps (s m n r : Fin 4) : ℂ :=
  ordSign s m * ordSign s n * ordSign s r * ordSign m n * ordSign m r * ordSign n r
```

The one hypothesis on the matrices is

g^m g^n + g^n g^m = 2 η^{mn} 1,

the condition that makes the square of g^m ∂_m equal to the d'Alembertian η^{mn} ∂_m ∂_n. No hermiticity and no particular representation is assumed.

```lean
/-- The Clifford relation for four gamma matrices. -/
def IsClifford (g : Fin 4 → Matrix ι ι ℂ) : Prop :=
  ∀ m n, g m * g n + g n * g m = (2 * eta m n) • (1 : Matrix ι ι ℂ)
```

The chirality matrix is g5 = i g^0 g^1 g^2 g^3.

```lean
/-- The chirality matrix i g^0 g^1 g^2 g^3. -/
def gamma5 (g : Fin 4 → Matrix ι ι ℂ) : Matrix ι ι ℂ := I • (g 0 * g 1 * g 2 * g 3)
```

In ε^{smnr} g_s the index is lowered by g_s = η^{ss} g^s, without summation in this last relation.

```lean
/-- The contraction eps^{smnr} g_s, summed over s. -/
def epsGamma (g : Fin 4 → Matrix ι ι ℂ) (m n r : Fin 4) : Matrix ι ι ℂ :=
  ∑ s, eps s m n r • (eta s s • g s)
```

Vectors enter through their covariant components, so slash(a) = Σ_m a_m g^m.

```lean
/-- The slashed vector a_m g^m, for covariant components a_m. -/
def slash (g : Fin 4 → Matrix ι ι ℂ) (a : Fin 4 → ℂ) : Matrix ι ι ℂ := ∑ m, a m • g m
```

Their product is (ab) = Σ_{mn} η^{mn} a_m b_n. It is bilinear: complex components, such as those of a circular polarisation vector, are not conjugated.

```lean
/-- The Minkowski product of two vectors given by covariant components. -/
def dot (a b : Fin 4 → ℂ) : ℂ := ∑ m, ∑ n, eta m n * a m * b n
```

Three vectors a, b, c define a dual vector v with covariant components

v_s = η^{ss} Σ_{mnr} ε^{smnr} a_m b_n c_r.

```lean
/-- The covariant components of the vector eps^{smnr} a_m b_n c_r. -/
def dual (a b c : Fin 4 → ℂ) (s : Fin 4) : ℂ :=
  eta s s * ∑ m, ∑ n, ∑ r, eps s m n r * a m * b n * c r
```

The chiral trace is T(X) = Tr(g5 X), for any matrix X.

```lean
/-- The chiral trace Tr(g5 X). -/
def chiralTrace (g : Fin 4 → Matrix ι ι ℂ) (X : Matrix ι ι ℂ) : ℂ :=
  Matrix.trace (gamma5 g * X)
```

The Clifford relation gives two rules for sorting a product of gammas:

g^m g^m = η^{mm} 1,  g^n g^m = −g^m g^n for m ≠ n.

The lemma states each rule both for a bare pair and for a pair followed by further factors.

```lean
/-- Rules that bring a product of gamma matrices into increasing order. -/
private theorem ordering (h : IsClifford g) :
    (∀ m, g m * g m = eta m m • (1 : Matrix ι ι ℂ)) ∧
    (∀ m x, g m * (g m * x) = eta m m • x) ∧
    (∀ m n, m ≠ n → g n * g m = -(g m * g n)) ∧
    (∀ m n, m < n → ∀ x, g n * (g m * x) = -(g m * (g n * x))) := by
  have sq : ∀ m, g m * g m = eta m m • (1 : Matrix ι ι ℂ) := by
    intro m
    have e : g m * g m = (1 / 2 : ℂ) • (g m * g m + g m * g m) := by module
    rw [e, h m m]
    module
  have an : ∀ m n, m ≠ n → g n * g m = -(g m * g n) := by
    intro m n hmn
    have e := h n m
    have z : eta n m = 0 := if_neg hmn.symm
    rw [z, mul_zero, zero_smul] at e
    exact eq_neg_of_add_eq_zero_left e
  refine ⟨sq, fun m x => ?_, an, fun m n hmn x => ?_⟩
  · rw [← mul_assoc, sq, smul_mul_assoc, one_mul]
  · rw [← mul_assoc, an m n hmn.ne, neg_mul, mul_assoc]
```

For the Chisholm identity, suppose first that two of the indices m, n, r agree. Then ε vanishes and the sorting rules suffice; for example, g^m g^n g^m = −η^{mm} g^n when n ≠ m. If all three differ, the η terms vanish and s must be the missing index. Moving g^s through g5 to its partner gives

g^0 g5 = i g^1 g^2 g^3,
g^1 g5 = i g^0 g^2 g^3,
g^2 g5 = −i g^0 g^1 g^3,
g^3 g5 = i g^0 g^1 g^2.

For m, n, r = 1, 2, 3 the right side is then −i g^0 g5 = g^1 g^2 g^3, as required. The other increasing triples work in the same way, and both sides change sign under exchange of two indices. In the proof, `f0` to `f3` are the four relations; `fin_cases` runs through all 64 index triples and `simp` sorts each one.

```lean
/-- Chisholm identity: a product of three gamma matrices is a combination of single gamma
matrices and of gamma matrices times g5. -/
theorem chisholm (h : IsClifford g) (m n r : Fin 4) :
    g m * g n * g r = eta m n • g r + eta n r • g m - eta m r • g n
      - I • (epsGamma g m n r * gamma5 g) := by
  obtain ⟨sq, sqL, an', anL⟩ := ordering h
  have an : ∀ m n, m < n → g n * g m = -(g m * g n) := fun m n k => an' m n k.ne
  -- each g^s g5 is i or -i times a product of the three other gamma matrices
  have f0 : g 0 * gamma5 g = I • (g 1 * (g 2 * g 3)) := by
    simp [gamma5, mul_assoc, sqL, eta]
  have f1 : g 1 * gamma5 g = I • (g 0 * (g 2 * g 3)) := by
    simp [gamma5, mul_assoc, sqL, anL, eta]
  have f2 : g 2 * gamma5 g = -(I • (g 0 * (g 1 * g 3))) := by
    simp [gamma5, mul_assoc, sqL, anL, eta]
  have f3 : g 3 * gamma5 g = I • (g 0 * (g 1 * g 2)) := by
    simp [gamma5, mul_assoc, sq, anL, eta]
  fin_cases m <;> fin_cases n <;> fin_cases r <;>
    simp [epsGamma, eps, ordSign, eta, Fin.sum_univ_four, f0, f1, f2, f3, sq, sqL, an, anL,
      mul_assoc, smul_smul]
```

Multiplying by a_m b_n c_r and summing gives

slash(a) slash(b) slash(c) = (ab) slash(c) + (bc) slash(a) − (ac) slash(b) − i slash(v) g5.

The steps `h1` to `h3` collect the metric terms, and `h4` and `h5` collect the ε term into v.

```lean
/-- Chisholm identity for three slashed vectors. -/
theorem chisholm_slash (h : IsClifford g) (a b c : Fin 4 → ℂ) :
    slash g a * slash g b * slash g c =
      dot a b • slash g c + dot b c • slash g a - dot a c • slash g b
        - I • (slash g (dual a b c) * gamma5 g) := by
  have e : slash g a * slash g b * slash g c =
      ∑ m, ∑ n, ∑ r, (a m * b n * c r) • (g m * g n * g r) := by
    simp only [slash]
    rw [Finset.sum_mul_sum, Finset.sum_mul]
    refine Finset.sum_congr rfl fun m _ => ?_
    rw [Finset.sum_mul]
    refine Finset.sum_congr rfl fun n _ => ?_
    rw [Finset.mul_sum]
    refine Finset.sum_congr rfl fun r _ => ?_
    rw [smul_mul_smul_comm, smul_mul_smul_comm]
  have h1 : ∑ m, ∑ n, ∑ r, (a m * b n * c r) • (eta m n • g r) = dot a b • slash g c := by
    simp only [dot, slash, Fin.sum_univ_four]
    module
  have h2 : ∑ m, ∑ n, ∑ r, (a m * b n * c r) • (eta n r • g m) = dot b c • slash g a := by
    simp only [dot, slash, Fin.sum_univ_four]
    module
  have h3 : ∑ m, ∑ n, ∑ r, (a m * b n * c r) • (eta m r • g n) = dot a c • slash g b := by
    simp only [dot, slash, Fin.sum_univ_four]
    module
  have h4 : slash g (dual a b c) =
      ∑ m, ∑ n, ∑ r, (a m * b n * c r) • epsGamma g m n r := by
    simp only [slash, dual, epsGamma, Finset.mul_sum, Finset.sum_smul, Finset.smul_sum,
      smul_smul]
    refine Finset.sum_comm.trans (Finset.sum_congr rfl fun m _ => ?_)
    refine Finset.sum_comm.trans (Finset.sum_congr rfl fun n _ => ?_)
    refine Finset.sum_comm.trans (Finset.sum_congr rfl fun r _ => ?_)
    refine Finset.sum_congr rfl fun s _ => ?_
    congr 1
    ring
  have h5 : ∑ m, ∑ n, ∑ r, (a m * b n * c r) • (I • (epsGamma g m n r * gamma5 g)) =
      I • (slash g (dual a b c) * gamma5 g) := by
    rw [h4]
    simp only [Finset.sum_mul, Finset.smul_sum, smul_mul_assoc]
    exact Finset.sum_congr rfl fun m _ => Finset.sum_congr rfl fun n _ =>
      Finset.sum_congr rfl fun r _ => smul_comm _ _ _
  rw [e]
  simp only [chisholm h, smul_sub, smul_add, Finset.sum_sub_distrib, Finset.sum_add_distrib]
  rw [h1, h2, h3, h5]
```

Each g^s anticommutes with g5, since it passes three different gammas and itself. Also g5² = 1: sorting g5² takes six exchanges, the four squares multiply to −1, and i² = −1. Hence

g5 slash(v) g5 = −slash(v).

Multiplying the Chisholm identity for three slashed vectors by g5 on the left and X on the right, then taking the trace, gives

T(abcX) = (ab)T(cX) − (ac)T(bX) + (bc)T(aX) + i Tr(vX).

The conjugation rule is `k` for single gammas and `kv` for slashed vectors.

```lean
/-- Three slashed vectors next to g5 in a trace, followed by any matrix X, reduce to one slashed
vector next to g5 and an ordinary trace with the dual vector. -/
theorem chiralTrace_reduce (h : IsClifford g) (a b c : Fin 4 → ℂ) (X : Matrix ι ι ℂ) :
    chiralTrace g (slash g a * slash g b * slash g c * X) =
      dot a b * chiralTrace g (slash g c * X) - dot a c * chiralTrace g (slash g b * X)
        + dot b c * chiralTrace g (slash g a * X)
        + I * Matrix.trace (slash g (dual a b c) * X) := by
  obtain ⟨sq, sqL, an', anL⟩ := ordering h
  have an : ∀ m n, m < n → g n * g m = -(g m * g n) := fun m n k => an' m n k.ne
  have k : ∀ s, gamma5 g * (g s * gamma5 g) = -g s := by
    intro s
    fin_cases s <;> simp [gamma5, mul_assoc, sq, sqL, an, anL, eta, smul_smul]
  -- conjugation by g5 reverses a slashed vector
  have kv : ∀ v, gamma5 g * (slash g v * gamma5 g) = -slash g v := by
    intro v
    simp only [slash, Finset.sum_mul, Finset.mul_sum, smul_mul_assoc, mul_smul_comm, k,
      smul_neg, Finset.sum_neg_distrib]
  have e : gamma5 g * (slash g a * slash g b * slash g c * X) =
      dot a b • (gamma5 g * (slash g c * X)) + dot b c • (gamma5 g * (slash g a * X))
        - dot a c • (gamma5 g * (slash g b * X))
        - I • (gamma5 g * (slash g (dual a b c) * gamma5 g) * X) := by
    rw [chisholm_slash h]
    simp only [add_mul, sub_mul, smul_mul_assoc, mul_add, mul_sub, mul_smul_comm, mul_assoc]
  rw [chiralTrace, e, kv]
  simp only [chiralTrace, Matrix.trace_sub, Matrix.trace_add, Matrix.trace_smul, neg_mul,
    Matrix.trace_neg, smul_eq_mul]
  ring
```

T vanishes on two slashed vectors. Given m and n, choose k different from both. Then g^k commutes with g^m g^n and anticommutes with g5, so it anticommutes with M = g5 g^m g^n. Evaluating Tr(g^k M g^k) by cyclicity and by anticommutation gives

η^{kk} Tr M = −η^{kk} Tr M,

so Tr M = 0. Linearity extends this to slashed vectors.

```lean
/-- The chiral trace of two slashed vectors is zero. -/
private theorem chiral_two (h : IsClifford g) (a b : Fin 4 → ℂ) :
    chiralTrace g (slash g a * slash g b) = 0 := by
  obtain ⟨sq, sqL, an', anL⟩ := ordering h
  have an : ∀ m n, m < n → g n * g m = -(g m * g n) := fun m n k => an' m n k.ne
  have g5 : ∀ k, g k * gamma5 g = -(gamma5 g * g k) := by
    intro k
    fin_cases k <;> simp [gamma5, mul_assoc, sq, sqL, an, anL, eta]
  have z : ∀ m n, Matrix.trace (gamma5 g * (g m * g n)) = 0 := by
    intro m n
    -- a third gamma matrix anticommutes with the whole product
    obtain ⟨k, hm, hn⟩ : ∃ k : Fin 4, m ≠ k ∧ n ≠ k := by
      revert m n
      decide
    have e : g k * (gamma5 g * (g m * g n)) = -(gamma5 g * (g m * g n) * g k) := by
      rw [← mul_assoc (g k), g5 k, neg_mul, mul_assoc (gamma5 g), ← mul_assoc (g k),
        an' m k hm, neg_mul, mul_assoc (g m), an' n k hn]
      simp only [mul_neg, neg_neg, mul_assoc]
    have t := Matrix.trace_mul_comm (g k) (gamma5 g * (g m * g n) * g k)
    rw [← mul_assoc (g k), e, neg_mul, mul_assoc _ (g k) (g k), sq k, mul_smul_comm, mul_one,
      Matrix.trace_neg, Matrix.trace_smul, smul_eq_mul] at t
    have hk : eta k k ≠ 0 := by
      unfold eta
      split_ifs <;> simp_all
    have t' : eta k k * Matrix.trace (gamma5 g * (g m * g n)) = 0 := by
      linear_combination (-1 / 2 : ℂ) * t
    exact (mul_eq_zero.mp t').resolve_left hk
  have e : slash g a * slash g b = ∑ m, ∑ n, (a m * b n) • (g m * g n) := by
    simp only [slash, Finset.sum_mul_sum, smul_mul_smul_comm]
  rw [chiralTrace, e]
  simp only [Finset.mul_sum, mul_smul_comm, Matrix.trace_sum, Matrix.trace_smul, z, smul_zero, Finset.sum_const_zero]
```

For the ordinary trace of four vectors, move v to the right through d, e and f:

Tr(vdef) = 2(vd)Tr(ef) − 2(ve)Tr(df) + 2(vf)Tr(de) − Tr(defv).

The last trace equals Tr(vdef) by cyclicity, so it moves to the left and the factors of 2 cancel. Since Tr(ab) = (ab) Tr 1, the result can be regrouped as

Tr(vdef) = (de)Tr(vf) − (df)Tr(ve) + (ef)Tr(vd).

In the code, `S` is the slashed Clifford relation, `P` the two-vector trace and `M` a single exchange inside a trace.

```lean
/-- The ordinary trace of four slashed vectors in terms of traces of two. -/
private theorem trace_four (h : IsClifford g) (v d e f : Fin 4 → ℂ) :
    Matrix.trace (slash g v * (slash g d * slash g e * slash g f)) =
      dot d e * Matrix.trace (slash g v * slash g f)
        - dot d f * Matrix.trace (slash g v * slash g e)
        + dot e f * Matrix.trace (slash g v * slash g d) := by
  have h' : ∀ m n, g m * g n + g n * g m = (2 * eta m n) • (1 : Matrix ι ι ℂ) := h
  have S : ∀ a b, slash g a * slash g b + slash g b * slash g a =
      (2 * dot a b) • (1 : Matrix ι ι ℂ) := by
    intro a b
    have e1 : slash g a * slash g b = ∑ m, ∑ n, (a m * b n) • (g m * g n) := by
      simp only [slash, Finset.sum_mul_sum, smul_mul_smul_comm]
    have e2 : slash g b * slash g a = ∑ m, ∑ n, (a m * b n) • (g n * g m) := by
      simp only [slash, Finset.sum_mul_sum, smul_mul_smul_comm]
      exact Finset.sum_comm.trans (Finset.sum_congr rfl fun m _ =>
        Finset.sum_congr rfl fun n _ => by rw [mul_comm (b n)])
    rw [e1, e2]
    simp only [← Finset.sum_add_distrib, ← smul_add, h', dot, Finset.mul_sum,
      Finset.sum_smul, smul_smul]
    refine Finset.sum_congr rfl fun m _ => Finset.sum_congr rfl fun n _ => ?_
    congr 1
    ring
  have P : ∀ a b, Matrix.trace (slash g a * slash g b) =
      dot a b * Matrix.trace (1 : Matrix ι ι ℂ) := by
    intro a b
    have t := congrArg Matrix.trace (S a b)
    rw [Matrix.trace_add, Matrix.trace_mul_comm (slash g b), Matrix.trace_smul,
      smul_eq_mul] at t
    linear_combination (1 / 2 : ℂ) * t
  -- move slash(v) through the other three factors and close the cycle
  have M : ∀ (a b : Fin 4 → ℂ) (X Y : Matrix ι ι ℂ),
      Matrix.trace (X * (slash g a * slash g b) * Y)
        + Matrix.trace (X * (slash g b * slash g a) * Y) =
      2 * dot a b * Matrix.trace (X * Y) := by
    intro a b X Y
    rw [← Matrix.trace_add, ← add_mul, ← mul_add, S, mul_smul_comm, mul_one,
      smul_mul_assoc, Matrix.trace_smul, smul_eq_mul]
  have t1 := M v d 1 (slash g e * slash g f)
  have t2 := M v e (slash g d) (slash g f)
  have t3 := M v f (slash g d * slash g e) 1
  have t4 := Matrix.trace_mul_comm (slash g v) (slash g d * slash g e * slash g f)
  simp only [one_mul, mul_one, mul_assoc] at t1 t2 t3 t4 ⊢
  rw [P] at t1 t2 t3
  rw [P, P, P]
  linear_combination (1 / 2 : ℂ) * (t1 - t2 + t3 + t4)
```

Now put X = slash(w) in the reduction formula. The three chiral traces of two vectors vanish, leaving

T(abcw) = i Tr(vw).

Next put X = slash(d) slash(e) slash(f). The first three terms of the six-term formula appear at once, and the remainder is

i Tr(vdef) = (de) i Tr(vf) − (df) i Tr(ve) + (ef) i Tr(vd)
= (de)T(abcf) − (df)T(abce) + (ef)T(abcd).

These two substitutions are `q` and `r`, and `linear_combination` adds them up with the four-vector trace `t`.

```lean
/-- The trace of g5 with six slashed vectors is a signed sum of six terms, each a Minkowski product
times the trace of g5 with the four remaining vectors. -/
theorem chiralTrace_six (h : IsClifford g) (a b c d e f : Fin 4 → ℂ) :
    chiralTrace g (slash g a * slash g b * slash g c * slash g d * slash g e * slash g f) =
      dot a b * chiralTrace g (slash g c * slash g d * slash g e * slash g f)
      - dot a c * chiralTrace g (slash g b * slash g d * slash g e * slash g f)
      + dot b c * chiralTrace g (slash g a * slash g d * slash g e * slash g f)
      + dot d e * chiralTrace g (slash g a * slash g b * slash g c * slash g f)
      - dot d f * chiralTrace g (slash g a * slash g b * slash g c * slash g e)
      + dot e f * chiralTrace g (slash g a * slash g b * slash g c * slash g d) := by
  -- with a single further vector only the dual-vector term survives
  have q : ∀ w, chiralTrace g (slash g a * slash g b * slash g c * slash g w) =
      I * Matrix.trace (slash g (dual a b c) * slash g w) := by
    intro w
    rw [chiralTrace_reduce h, chiral_two h, chiral_two h, chiral_two h]
    ring
  have r := chiralTrace_reduce h a b c (slash g d * slash g e * slash g f)
  have t := trace_four h (dual a b c) d e f
  simp only [← mul_assoc] at r t
  linear_combination r + I * t - dot d e * q f + dot d f * q e - dot e f * q d
```

A concrete set of 4×4 matrices satisfies the hypothesis. Let σ^0 be the 2×2 identity and σ^1, σ^2, σ^3 the Pauli matrices.

```lean
/-- The identity and the three Pauli matrices. -/
def pauli : Fin 4 → Matrix (Fin 2) (Fin 2) ℂ :=
  ![!![1, 0; 0, 1], !![0, 1; 1, 0], !![0, -I; I, 0], !![1, 0; 0, -1]]
```

In the chiral representation, g^m has zero diagonal blocks, σ^m in the upper right and η^{mm} σ^m in the lower left.

```lean
/-- The 4x4 gamma matrices in the chiral (Weyl) representation, in 2x2 blocks. -/
def weyl (m : Fin 4) : Matrix (Fin 2 ⊕ Fin 2) (Fin 2 ⊕ Fin 2) ℂ :=
  Matrix.fromBlocks 0 (pauli m) (eta m m • pauli m) 0
```

The off-diagonal blocks of g^m g^n + g^n g^m vanish. The diagonal blocks require

η^{nn} σ^m σ^n + η^{mm} σ^n σ^m = 2 η^{mn} 1,
η^{mm} σ^m σ^n + η^{nn} σ^n σ^m = 2 η^{mn} 1.

For two spatial indices this is the anticommutation of the Pauli matrices. For one temporal and one spatial index the two terms cancel, and for m = n = 0 each side is 2. The proof checks the two block equations, `h1` and `h2`, entry by entry.

```lean
/-- The Weyl matrices satisfy the Clifford relation. -/
theorem weyl_witness : IsClifford weyl := by
  intro m n
  have h1 : pauli m * (eta n n • pauli n) + pauli n * (eta m m • pauli m) =
      (2 * eta m n) • (1 : Matrix (Fin 2) (Fin 2) ℂ) := by
    fin_cases m <;> fin_cases n <;> ext i j <;> fin_cases i <;> fin_cases j <;>
      simp [pauli, eta] <;> norm_num
  have h2 : (eta m m • pauli m) * pauli n + (eta n n • pauli n) * pauli m =
      (2 * eta m n) • (1 : Matrix (Fin 2) (Fin 2) ℂ) := by
    fin_cases m <;> fin_cases n <;> ext i j <;> fin_cases i <;> fin_cases j <;>
      simp [pauli, eta] <;> norm_num
  simp only [weyl, Matrix.fromBlocks_multiply, Matrix.fromBlocks_add, ← Matrix.fromBlocks_one,
    Matrix.fromBlocks_smul, Matrix.zero_mul, Matrix.mul_zero, add_zero, zero_add, smul_zero,
    h1, h2]

end

end ChisholmTrace
```

```lean
#print axioms ChisholmTrace.chiralTrace_six
-- 'ChisholmTrace.chiralTrace_six' depends on axioms: [propext, Classical.choice, Quot.sound]
```
